# Thicker absorbers gain photocurrent but no radiative voltage when the solar-to-thermal ratio rises with absorption

A thicker solar-cell absorber takes in more sunlight but also emits more thermal radiation, so the effect on its voltage depends on how absorption is related to the solar and thermal spectra. We compare photon energies in pairs: whenever αᵢ < αⱼ, we require sᵢ/bᵢ ≤ sⱼ/bⱼ. Here i and j label a finite, nonempty set of energies, αᵢ > 0 is the absorption coefficient, sᵢ > 0 the solar photon flux and bᵢ > 0 the thermal flux at cell temperature. If α and s/b are both nondecreasing along an ordered list, the condition holds, since αᵢ < αⱼ forces i < j. It stands for a common situation above a band gap: absorption grows with energy, and the solar spectrum falls off more slowly than the thermal one.

In a model with single-pass absorption, emission with the same absorptance and complete carrier collection, this condition ensures that thickening the layer strictly raises the photocurrent but never raises the radiative open-circuit voltage.

## From absorptance to voltage

For coefficient k and thickness L > 0, the single-pass absorptance is

a(k, L) = 1 − exp(−kL).

In units of the elementary charge, the photocurrent and the radiative dark current are

S(L) = Σᵢ sᵢ a(αᵢ, L),  B(L) = Σᵢ bᵢ a(αᵢ, L).

Each a(αᵢ, L) strictly increases with L, hence so does S. With thermal voltage V_T > 0, the thermal energy at cell temperature divided by the elementary charge, the open-circuit balance S = B(exp(V/V_T) − 1) gives

V = V_T log(1 + S/B),

so it remains to show that S/B does not increase.

Let 0 < k < l and 0 < L < M. Put x = exp(−kL), y = exp(−lL) and t = M/L, so that 0 < y < x < 1 and t > 1. With λ = (1 − x)/(1 − y) we have x = λy + (1 − λ)·1, and strict convexity of the power function gives

xᵗ < λyᵗ + 1 − λ.

Rearranging, and using xᵗ = exp(−kM) and yᵗ = exp(−lM),

a(l, M) a(k, L) < a(k, M) a(l, L).

Weak absorption therefore grows by the larger factor. Now set

Dᵢⱼ = a(αᵢ, M) a(αⱼ, L) − a(αᵢ, L) a(αⱼ, M).

Expanding the products gives S(M)B(L) − S(L)B(M) = Σᵢⱼ sᵢbⱼDᵢⱼ. Since Dⱼᵢ = −Dᵢⱼ, adding the same sum with i and j exchanged yields

2[S(M)B(L) − S(L)B(M)] = Σᵢⱼ (sᵢbⱼ − sⱼbᵢ) Dᵢⱼ.

If αᵢ < αⱼ, then Dᵢⱼ > 0 and the spectral factor is at most zero. If αᵢ > αⱼ, both signs reverse; if the coefficients are equal, Dᵢⱼ = 0. No term is positive, so S(M)/B(M) ≤ S(L)/B(L), and the voltage follows because the logarithm increases. A pair with both α and s/b strictly increasing makes the inequality strict.

## Spectra and voltage as Lean functions

The type `ι` labels the energies, and a spectrum is a function `ι → ℝ`.

```lean
import Mathlib

open Finset

namespace AbsorberThickness

noncomputable section

variable {ι : Type*} [Fintype ι]

/-- Single-pass absorptance of a layer of thickness `L` with absorption coefficient `k`. -/
def absorptance (k L : ℝ) : ℝ := 1 - Real.exp (-(k * L))
```

One function serves for both currents: `absorbed α s` is S and `absorbed α b` is B. Using the same absorptance for emission is an assumption of the model.

```lean
/-- Total flux absorbed from a spectrum `w` by a layer of thickness `L`. With the solar spectrum
it is the photocurrent, with the thermal spectrum the radiative dark current (unit charge). -/
def absorbed (α w : ι → ℝ) (L : ℝ) : ℝ := ∑ i, w i * absorptance (α i) L

/-- Radiative open-circuit voltage for thermal voltage `VT`, solar spectrum `s` and thermal spectrum
`b`; it is meaningful when `VT` and both absorbed fluxes are positive. -/
def voc (VT : ℝ) (α s b : ι → ℝ) (L : ℝ) : ℝ :=
  VT * Real.log (1 + absorbed α s L / absorbed α b L)
```

## Weak absorption gains the larger factor

In the next proof, `sec` is the convexity inequality for x, y and t, with `comb` expressing x as the weighted mean. The step `pw` identifies the powers with the transmitted fractions at thickness M.

```lean
/-- Thickening a layer from `L > 0` to `M > L` raises the absorptance by a larger factor where
the positive absorption coefficient is smaller (stated with cross products). -/
theorem absorptance_cross {k l L M : ℝ} (hk : 0 < k) (hkl : k < l) (hL : 0 < L) (hLM : L < M) :
    absorptance l M * absorptance k L < absorptance k M * absorptance l L := by
  -- secants of the strictly convex power function that end at 1
  have sec : ∀ x y t : ℝ, 0 < y → y < x → x < 1 → 1 < t →
      (1 - y ^ t) * (1 - x) < (1 - x ^ t) * (1 - y) := by
    intro x y t hy hyx hx ht
    have hd : 0 < 1 - y := by linarith
    have hne : 1 - y ≠ 0 := hd.ne'
    have ha : 0 < (1 - x) / (1 - y) := div_pos (by linarith) hd
    have hb : 0 < (x - y) / (1 - y) := div_pos (by linarith) hd
    have hab : (1 - x) / (1 - y) + (x - y) / (1 - y) = 1 := by
      rw [← add_div, div_eq_one_iff_eq hne]
      ring
    have comb : (1 - x) / (1 - y) * y + (x - y) / (1 - y) * 1 = x := by
      rw [mul_one, div_mul_eq_mul_div, ← add_div, div_eq_iff hne]
      ring
    have key := (strictConvexOn_rpow ht).2 (Set.mem_Ici.2 hy.le)
      (Set.mem_Ici.2 zero_le_one) (hyx.trans hx).ne ha hb hab
    simp only [smul_eq_mul, comb, Real.one_rpow] at key
    rw [mul_one, div_mul_eq_mul_div, ← add_div, lt_div_iff₀ hd] at key
    nlinarith [key]
  -- thickening by the factor M / L is a power of the transmitted fraction
  have pw : ∀ c : ℝ, Real.exp (-(c * L)) ^ (M / L) = Real.exp (-(c * M)) := by
    intro c
    rw [← Real.exp_mul]
    congr 1
    field_simp
  have h1 : k * L < l * L := mul_lt_mul_of_pos_right hkl hL
  have h2 : 0 < k * L := mul_pos hk hL
  have h := sec (Real.exp (-(k * L))) (Real.exp (-(l * L))) (M / L) (Real.exp_pos _)
    (Real.exp_lt_exp.2 (by linarith)) (Real.exp_lt_one_iff.2 (by linarith))
    ((one_lt_div hL).2 hLM)
  rw [pw, pw] at h
  exact h
```

## Exchanging pairs of energies

The identity holds for any two spectra `u` and `v`. Lean writes the left side as four products, expands them into double sums and compares the summands.

```lean
/-- Twice the difference of the cross products of two absorbed fluxes at `L` and `M` is a sum over
pairs of energies of a spectral factor times an absorption factor. -/
theorem absorbed_exchange (α u v : ι → ℝ) (L M : ℝ) :
    2 * (absorbed α u M * absorbed α v L - absorbed α u L * absorbed α v M) =
      ∑ i, ∑ j, (u i * v j - u j * v i) *
        (absorptance (α i) M * absorptance (α j) L
          - absorptance (α i) L * absorptance (α j) M) := by
  have split : 2 * (absorbed α u M * absorbed α v L - absorbed α u L * absorbed α v M) =
      absorbed α u M * absorbed α v L - absorbed α u L * absorbed α v M
        - absorbed α v M * absorbed α u L + absorbed α v L * absorbed α u M := by ring
  rw [split]
  simp only [absorbed, Finset.sum_mul_sum, ← Finset.sum_sub_distrib, ← Finset.sum_add_distrib]
  refine Finset.sum_congr rfl fun i _ => Finset.sum_congr rfl fun j _ => ?_
  ring
```

In `absorbed_order`, `term` carries out the three-way comparison of αᵢ and αⱼ. Summation gives the weak inequality, and one negative term gives the strict one.

```lean
/-- Let all absorption coefficients be positive, let `u i * v j ≤ u j * v i` whenever `α i < α j`,
and let `0 < L < M`. Then the absorbed fluxes satisfy the stated cross-product inequality, strictly
if the hypothesis is strict for some pair with `α i < α j`. -/
theorem absorbed_order {α u v : ι → ℝ} (hα : ∀ i, 0 < α i)
    (h : ∀ i j, α i < α j → u i * v j ≤ u j * v i) {L M : ℝ} (hL : 0 < L) (hLM : L < M) :
    absorbed α u M * absorbed α v L ≤ absorbed α u L * absorbed α v M ∧
    ((∃ i j, α i < α j ∧ u i * v j < u j * v i) →
      absorbed α u M * absorbed α v L < absorbed α u L * absorbed α v M) := by
  -- no pair of energies contributes a positive term
  have term : ∀ i j, (u i * v j - u j * v i) *
      (absorptance (α i) M * absorptance (α j) L
        - absorptance (α i) L * absorptance (α j) M) ≤ 0 := by
    intro i j
    rcases lt_trichotomy (α i) (α j) with hij | hij | hij
    · nlinarith [mul_nonneg (sub_nonneg.2 (h i j hij))
        (sub_nonneg.2 (absorptance_cross (hα i) hij hL hLM).le)]
    · rw [hij]
      exact le_of_eq (by ring)
    · nlinarith [mul_nonneg (sub_nonneg.2 (h j i hij))
        (sub_nonneg.2 (absorptance_cross (hα j) hij hL hLM).le)]
  constructor
  · have hs : 2 * (absorbed α u M * absorbed α v L
        - absorbed α u L * absorbed α v M) ≤ 0 := by
      rw [absorbed_exchange]
      exact Finset.sum_nonpos fun i _ => Finset.sum_nonpos fun j _ => term i j
    linarith
  · rintro ⟨i, j, hij, hlt⟩
    have hs : 2 * (absorbed α u M * absorbed α v L
        - absorbed α u L * absorbed α v M) < 0 := by
      rw [absorbed_exchange]
      refine Finset.sum_neg' (fun i _ => Finset.sum_nonpos fun j _ => term i j)
        ⟨i, mem_univ i, Finset.sum_neg' (fun j _ => term i j) ⟨j, mem_univ j, ?_⟩⟩
      nlinarith [mul_pos (sub_pos.2 hlt)
        (sub_pos.2 (absorptance_cross (hα i) hij hL hLM))]
    linarith
```

## Positive currents and the current balance

From here on there is at least one energy. The photocurrent is compared term by term, and positivity follows by comparison with zero thickness.

```lean
variable [Nonempty ι] {α s b w : ι → ℝ} {VT L M : ℝ}

/-- With at least one energy, positive absorption coefficients and a positive spectrum, the absorbed
flux strictly increases with thickness. -/
theorem absorbed_strictMono (hα : ∀ i, 0 < α i) (hw : ∀ i, 0 < w i) :
    StrictMono (absorbed α w) := by
  intro L M hLM
  unfold absorbed absorptance
  refine Finset.sum_lt_sum_of_nonempty univ_nonempty fun i _ => ?_
  have h1 : α i * L < α i * M := mul_lt_mul_of_pos_left hLM (hα i)
  have h2 : Real.exp (-(α i * M)) < Real.exp (-(α i * L)) := Real.exp_lt_exp.2 (by linarith)
  exact mul_lt_mul_of_pos_left (by linarith) (hw i)

/-- A layer of positive thickness with positive absorption coefficients absorbs a positive flux from
a positive spectrum with at least one energy. -/
theorem absorbed_pos (hα : ∀ i, 0 < α i) (hw : ∀ i, 0 < w i) (hL : 0 < L) :
    0 < absorbed α w L := by
  have h0 : absorbed α w 0 = 0 := by simp [absorbed, absorptance]
  have h := absorbed_strictMono hα hw hL
  rwa [h0] at h
```

The voltage formula is now justified as the unique solution of the balance.

```lean
/-- With at least one energy and positive spectra, absorption coefficients, thickness and thermal
voltage, `voc` is the only voltage at which the photocurrent balances the net radiative
recombination current. -/
theorem balance_iff_voc (hα : ∀ i, 0 < α i) (hs : ∀ i, 0 < s i) (hb : ∀ i, 0 < b i)
    (hT : 0 < VT) (hL : 0 < L) (V : ℝ) :
    absorbed α s L = absorbed α b L * (Real.exp (V / VT) - 1) ↔ V = voc VT α s b L := by
  have hS := absorbed_pos hα hs hL
  have hB := absorbed_pos hα hb hL
  have hpos : 0 < 1 + absorbed α s L / absorbed α b L := by positivity
  constructor
  · intro h
    have e : 1 + absorbed α s L / absorbed α b L = Real.exp (V / VT) := by
      rw [h, mul_div_cancel_left₀ _ hB.ne']
      ring
    rw [voc, e, Real.log_exp]
    field_simp
  · intro h
    rw [h, voc, mul_div_cancel_left₀ _ hT.ne', Real.exp_log hpos, add_sub_cancel_left]
    field_simp
```

Since V_T and both dark currents are positive, comparing voltages reduces to comparing cross products.

```lean
/-- For positive spectra, absorption coefficients, thicknesses and thermal voltage, comparing
voltages amounts to comparing the ratios of photocurrent to dark current. -/
theorem voc_le_iff (hα : ∀ i, 0 < α i) (hs : ∀ i, 0 < s i) (hb : ∀ i, 0 < b i)
    (hT : 0 < VT) (hL : 0 < L) (hM : 0 < M) :
    voc VT α s b M ≤ voc VT α s b L ↔
      absorbed α s M * absorbed α b L ≤ absorbed α s L * absorbed α b M := by
  have hSL := absorbed_pos hα hs hL
  have hBL := absorbed_pos hα hb hL
  have hSM := absorbed_pos hα hs hM
  have hBM := absorbed_pos hα hb hM
  have e : ∀ x y : ℝ, VT * x ≤ VT * y ↔ x ≤ y := fun x y =>
    ⟨fun h => le_of_mul_le_mul_left h hT, fun h => mul_le_mul_of_nonneg_left h hT.le⟩
  unfold voc
  rw [e, Real.log_le_log_iff (by positivity) (by positivity), add_le_add_iff_left,
    div_le_div_iff₀ hBM hBL]
```

## The effect of thickening

The hypothesis `h` is the pairwise condition, and `Set.Ioi 0` is the range L > 0. The three conclusions say that S strictly increases and that S/B and V do not increase. The step `cross` treats equal thicknesses separately and otherwise applies `absorbed_order`.

```lean
/-- Let there be at least one energy, let all spectra, absorption coefficients and the thermal
voltage be positive, and let the solar-to-thermal ratio never be smaller where absorption is
stronger. Then thickening strictly raises the photocurrent, but raises neither its ratio to the dark
current nor the voltage. -/
theorem thickening_tradeoff (hα : ∀ i, 0 < α i) (hs : ∀ i, 0 < s i) (hb : ∀ i, 0 < b i)
    (hT : 0 < VT) (h : ∀ i j, α i < α j → s i / b i ≤ s j / b j) :
    StrictMonoOn (absorbed α s) (Set.Ioi 0) ∧
    AntitoneOn (fun L => absorbed α s L / absorbed α b L) (Set.Ioi 0) ∧
    AntitoneOn (voc VT α s b) (Set.Ioi 0) := by
  have cross : ∀ L M : ℝ, 0 < L → L ≤ M →
      absorbed α s M * absorbed α b L ≤ absorbed α s L * absorbed α b M := by
    intro L M hL hLM
    rcases hLM.eq_or_lt with rfl | hlt
    · exact le_rfl
    · exact (absorbed_order hα
        (fun i j hij => (div_le_div_iff₀ (hb i) (hb j)).1 (h i j hij)) hL hlt).1
  refine ⟨(absorbed_strictMono hα hs).strictMonoOn _, ?_, ?_⟩
  · intro L hL M hM hLM
    exact (div_le_div_iff₀ (absorbed_pos hα hb hM) (absorbed_pos hα hb hL)).2
      (cross L M hL hLM)
  · intro L hL M hM hLM
    exact (voc_le_iff hα hs hb hT hL hM).2 (cross L M hL hLM)
```

Exchanging the roles of `s` and `b` handles the opposite ordering.

```lean
/-- With positive data and the opposite ordering, where the solar-to-thermal ratio is never
larger at stronger absorption, thickening never lowers the voltage. -/
theorem voc_monotone_of_opposite (hα : ∀ i, 0 < α i) (hs : ∀ i, 0 < s i) (hb : ∀ i, 0 < b i)
    (hT : 0 < VT) (h : ∀ i j, α i < α j → s j / b j ≤ s i / b i) :
    MonotoneOn (voc VT α s b) (Set.Ioi 0) := by
  intro L hL M hM hLM
  rcases hLM.eq_or_lt with rfl | hlt
  · exact le_rfl
  · -- exchange the roles of the solar and the thermal spectrum
    have h' : ∀ i j, α i < α j → b i * s j ≤ b j * s i := fun i j hij => by
      have := (div_le_div_iff₀ (hb j) (hb i)).1 (h i j hij)
      linarith
    have := (absorbed_order hα h' hL hlt).1
    exact (voc_le_iff hα hs hb hT hM hL).2 (by linarith)
```

Under the original ordering, the voltage drops strictly exactly when a strictly ordered pair exists. Without one, the opposite ordering holds too, and the previous theorem excludes a drop. With a single energy the voltage is therefore constant.

```lean
/-- With positive data and a solar-to-thermal ratio never smaller at stronger absorption,
thickening strictly lowers the voltage exactly when, for some pair of energies, absorption
coefficient and solar-to-thermal ratio both strictly increase from one to the other. -/
theorem voc_lt_iff (hα : ∀ i, 0 < α i) (hs : ∀ i, 0 < s i) (hb : ∀ i, 0 < b i)
    (hT : 0 < VT) (h : ∀ i j, α i < α j → s i / b i ≤ s j / b j)
    (hL : 0 < L) (hLM : L < M) :
    voc VT α s b M < voc VT α s b L ↔ ∃ i j, α i < α j ∧ s i / b i < s j / b j := by
  have hM : 0 < M := hL.trans hLM
  constructor
  · intro hlt
    by_contra hne
    -- without such a pair the opposite ordering holds as well
    have hop : ∀ i j, α i < α j → s j / b j ≤ s i / b i := fun i j hij =>
      not_lt.1 fun hr => hne ⟨i, j, hij, hr⟩
    exact not_lt_of_ge (voc_monotone_of_opposite hα hs hb hT hop hL hM hLM.le) hlt
  · rintro ⟨i, j, hij, hr⟩
    rw [← not_le, voc_le_iff hα hs hb hT hM hL, not_le]
    exact (absorbed_order hα
      (fun i j hij => (div_le_div_iff₀ (hb i) (hb j)).1 (h i j hij)) hL hLM).2
      ⟨i, j, hij, (div_lt_div_iff₀ (hb i) (hb j)).1 hr⟩

end

end AbsorberThickness
```

For a thickness sweep in a device simulation restricted to single-pass absorption, emission with the same absorptance, purely radiative recombination and complete carrier collection, the result says that the open-circuit voltage does not rise with thickness whenever the sampled spectra satisfy the pairwise condition. It does not locate the thickness of highest efficiency, and light trapping or nonradiative loss would change the model.

```lean
#print axioms AbsorberThickness.balance_iff_voc
#print axioms AbsorberThickness.thickening_tradeoff
#print axioms AbsorberThickness.voc_lt_iff
```

```
'AbsorberThickness.balance_iff_voc' depends on axioms: [propext, Classical.choice, Quot.sound]
'AbsorberThickness.thickening_tradeoff' depends on axioms: [propext, Classical.choice, Quot.sound]
'AbsorberThickness.voc_lt_iff' depends on axioms: [propext, Classical.choice, Quot.sound]
```
